# Interband velocity elements of a two-band s-p chain, with and without the on-site dipole

Take a chain of atoms, each with one s and one p orbital, and pull the atoms apart until electrons no longer hop. Each atom can still absorb light through its s-p dipole transition. The Bloch Hamiltonian, however, no longer depends on \(k\), so an optical matrix element computed from \(dH/dk\) alone is zero. What is missing is the dipole inside each atom, and it also contributes when the atoms are coupled.

For non-interacting electrons with
\[
H(k)=-\Delta\,\sigma_z-2t\sin k\,\sigma_y,\qquad \Delta>0,\qquad E=\sqrt{\Delta^2+4t^2\sin^2k},
\]
for normalized lower and upper eigenstates \(v\) and \(c\), and with \(d\) the s-p matrix element of position within one atom, taken real, the two squared elements are
\[
|\langle c|\tfrac{dH}{dk}|v\rangle|^2=\Big(\frac{2t\Delta\cos k}{E}\Big)^2,\qquad
|\langle c|\tfrac{dH}{dk}+i[H,d\sigma_x]|v\rangle|^2=\Big(2dE-\frac{2t\Delta\cos k}{E}\Big)^2 .
\]
Such squared elements weight the transitions in independent-electron absorption spectra, so in this two-band model the choice of velocity operator changes the computed spectrum whenever \(d\neq0\).

## The chain and its velocity

The first basis state is s, at energy \(-\Delta\), and the second is p, at \(+\Delta\). Thus \(\Delta\) is half the atomic splitting, and its positive sign puts s below p. The only hopping, \(t\), connects s and p on neighbouring atoms. The units are \(\hbar=1\) and lattice constant 1.

In Lean 4 with Mathlib:

```lean
import Mathlib

open Matrix

namespace SPChainOptics

noncomputable section

/-- The Pauli matrix σx, which exchanges the s and p orbitals. -/
def pauliX : Matrix (Fin 2) (Fin 2) ℂ := !![0, 1; 1, 0]

/-- The Pauli matrix σy. -/
def pauliY : Matrix (Fin 2) (Fin 2) ℂ := !![0, -Complex.I; Complex.I, 0]

/-- The Pauli matrix σz. -/
def pauliZ : Matrix (Fin 2) (Fin 2) ℂ := !![1, 0; 0, -1]

/-- The Bloch Hamiltonian `H(k) = -Δ σz - 2t sin(k) σy` of the s-p chain. -/
def hamiltonian (Δ t k : ℝ) : Matrix (Fin 2) (Fin 2) ℂ :=
  (-(Δ : ℂ)) • pauliZ - ((2 * t * Real.sin k : ℝ) : ℂ) • pauliY

/-- The band energy `E = √(Δ² + 4t² sin² k)`. -/
def bandEnergy (Δ t k : ℝ) : ℝ := √(Δ ^ 2 + 4 * t ^ 2 * Real.sin k ^ 2)
```

Differentiating \(H\) gives \(-2t\cos k\,\sigma_y\). The position operator also has an on-site part \(d\sigma_x\), where \(d\) is the real s-p element of position; it is called a dipole here although it contains no charge. Its commutator with \(H\) completes the velocity.

```lean
/-- The band gradient `-2t cos(k) σy`. -/
def bandGradient (t k : ℝ) : Matrix (Fin 2) (Fin 2) ℂ :=
  (-((2 * t * Real.cos k : ℝ) : ℂ)) • pauliY

/-- The full velocity: the band gradient plus `i[H, d σx]`, with on-site dipole `d`. -/
def velocity (Δ t d k : ℝ) : Matrix (Fin 2) (Fin 2) ℂ :=
  bandGradient t k + Complex.I •
    (hamiltonian Δ t k * ((d : ℂ) • pauliX) - ((d : ℂ) • pauliX) * hamiltonian Δ t k)
```

This form of the velocity is a definition. Applying it to a real crystal requires that the crystal's \(i[H,x]\) reduce to it, with two orbitals sufficing and position elements between different atoms negligible.

The expression `element c A v` is \(\langle c|A|v\rangle\); the letter \(v\) always denotes a state, never a velocity, and in a band pair it is the lower one. `IsBandPair` collects the two eigenvalue equations and the two normalizations, and leaves the phases of the states free.

```lean
/-- The matrix element `⟨c|A|v⟩`. -/
def element {n : Type*} [Fintype n] (c : n → ℂ) (A : Matrix n n ℂ) (v : n → ℂ) : ℂ :=
  star c ⬝ᵥ (A *ᵥ v)

/-- `v` and `c` are normalized eigenstates of `H(k)` with energies `-E` and `E`. -/
structure IsBandPair (Δ t k : ℝ) (v c : Fin 2 → ℂ) : Prop where
  lower : hamiltonian Δ t k *ᵥ v = ((-bandEnergy Δ t k : ℝ) : ℂ) • v
  upper : hamiltonian Δ t k *ᵥ c = ((bandEnergy Δ t k : ℝ) : ℂ) • c
  norm_lower : star v ⬝ᵥ v = 1
  norm_upper : star c ⬝ᵥ c = 1
```

The first check is that `bandGradient` really is \(dH/dk\). In each entry the \(\sigma_z\) term is constant and \(\sin k\) differentiates to \(\cos k\).

```lean
/-- The band gradient is the derivative of the Bloch Hamiltonian with respect to `k`,
entry by entry. -/
theorem hasDerivAt_hamiltonian (Δ t k : ℝ) (i j : Fin 2) :
    HasDerivAt (fun q : ℝ => hamiltonian Δ t q i j) (bandGradient t k i j) k := by
  have hs : HasDerivAt (fun q : ℝ => ((2 * t * Real.sin q : ℝ) : ℂ))
      ((2 * t * Real.cos k : ℝ) : ℂ) k :=
    ((Real.hasDerivAt_sin k).const_mul (2 * t)).ofReal_comp
  have hf : (fun q : ℝ => hamiltonian Δ t q i j) = fun q : ℝ =>
      -(Δ : ℂ) * pauliZ i j - ((2 * t * Real.sin q : ℝ) : ℂ) * pauliY i j := by
    funext q
    simp only [hamiltonian, Matrix.sub_apply, Matrix.smul_apply, smul_eq_mul]
  have hg : bandGradient t k i j = -(((2 * t * Real.cos k : ℝ) : ℂ) * pauliY i j) := by
    simp only [bandGradient, Matrix.smul_apply, smul_eq_mul, neg_mul]
  rw [hf, hg]
  exact (hs.mul_const (pauliY i j)).const_sub _
```

## A commutator between eigenstates

Let \(H\) be any finite Hermitian matrix with \(Hv=av\) and \(Hc=bc\), where \(a\) and \(b\) are real. Acting with \(H\) to the left on the bra and to the right on the ket gives
\[
\langle c|i(HX-XH)|v\rangle=i(b-a)\langle c|X|v\rangle .
\]
In the proof, `hl` is the left action, \(\langle c|H=b\langle c|\); the rewriting then applies both actions.

```lean
/-- Between eigenstates of a Hermitian `H` with energies `a` and `b`, the element of
`i[H, X]` is `i(b - a)` times the element of `X`. -/
theorem element_commutator {n : Type*} [Fintype n] {H : Matrix n n ℂ}
    (hH : H.IsHermitian) {a b : ℝ} {v c : n → ℂ} (hv : H *ᵥ v = (a : ℂ) • v)
    (hc : H *ᵥ c = (b : ℂ) • c) (X : Matrix n n ℂ) :
    element c (Complex.I • (H * X - X * H)) v
      = Complex.I * ((b : ℂ) - (a : ℂ)) * element c X v := by
  -- the Hamiltonian acts to the left on the bra
  have hl : star c ᵥ* H = (b : ℂ) • star c := by
    have h := congrArg star hc
    rw [Matrix.star_mulVec, hH.eq] at h
    rw [h, star_smul, Complex.star_def, Complex.conj_ofReal]
  unfold element
  rw [Matrix.smul_mulVec, Matrix.sub_mulVec, ← Matrix.mulVec_mulVec,
    ← Matrix.mulVec_mulVec, hv, Matrix.mulVec_smul, dotProduct_smul, dotProduct_sub,
    dotProduct_smul, Matrix.dotProduct_mulVec (star c) H (X *ᵥ v), hl, smul_dotProduct]
  simp only [smul_eq_mul]
  ring
```

The same argument gives a neighbouring result. With \(c=v\) and \(b=a\) the right side vanishes, so the on-site dipole does not change the expectation value of the velocity in a band eigenstate. It affects the transitions between the bands and leaves the band velocity \(\pm dE/dk\) as it was.

To use the identity here, \(H(k)\) must be Hermitian, which is checked entry by entry.

```lean
/-- The Bloch Hamiltonian is Hermitian. -/
theorem hamiltonian_isHermitian (Δ t k : ℝ) : (hamiltonian Δ t k).IsHermitian := by
  unfold hamiltonian
  generalize 2 * t * Real.sin k = b
  refine Matrix.IsHermitian.ext fun i j => ?_
  fin_cases i <;> fin_cases j <;> simp [pauliY, pauliZ]
```

## The interband element of σx has modulus one

Write \(\beta=2t\sin k\). For an eigenstate \(u\) with energy \(e\), the two rows of the eigenvalue equation are
\[
-\Delta u_0+i\beta u_1=e\,u_0,\qquad -i\beta u_0+\Delta u_1=e\,u_1 .
\]

```lean
/-- The eigenvalue equation of `H(k)` written out in the s and p amplitudes. -/
theorem eigen_components {Δ t k e : ℝ} {u : Fin 2 → ℂ}
    (h : hamiltonian Δ t k *ᵥ u = (e : ℂ) • u) :
    -(Δ : ℂ) * u 0 + ((2 * t * Real.sin k : ℝ) : ℂ) * Complex.I * u 1 = e * u 0 ∧
    -((2 * t * Real.sin k : ℝ) : ℂ) * Complex.I * u 0 + Δ * u 1 = e * u 1 := by
  unfold hamiltonian at h
  generalize 2 * t * Real.sin k = b at h ⊢
  have h0 := congrFun h 0
  have h1 := congrFun h 1
  simp [pauliY, pauliZ, Matrix.mulVec, dotProduct, Fin.sum_univ_two] at h0 h1
  exact ⟨by linear_combination h0, by linear_combination h1⟩
```

Since \(\Delta>0\), the energy \(E\) is positive, which permits division by \(E\) and by \(E+\Delta\).

```lean
lemma bandEnergy_pos {Δ : ℝ} (hΔ : 0 < Δ) (t k : ℝ) : 0 < bandEnergy Δ t k :=
  Real.sqrt_pos.mpr (by positivity)
```

Let \(M=\langle c|\sigma_x|v\rangle\). Written out,
\[
M=\bar c_0v_1+\bar c_1v_0 .
\]

```lean
lemma element_pauliX (c v : Fin 2 → ℂ) : element c pauliX v
    = starRingEnd ℂ (c 0) * v 1 + starRingEnd ℂ (c 1) * v 0 := by
  simp [element, pauliX, Matrix.mulVec, dotProduct, Fin.sum_univ_two]
```

The first row for \(c\) and the second row for \(v\) read \((E+\Delta)c_0=i\beta c_1\) and \((E+\Delta)v_1=i\beta v_0\). Hence
\[
(E+\Delta)(c_0v_0-c_1v_1)=i\beta c_1v_0-i\beta c_1v_0=0 ,
\]
and the bracket vanishes, which says that \(\sigma_xv\) is parallel to \(c\). The Lagrange identity
\[
|M|^2+|c_0v_0-c_1v_1|^2=(|c_0|^2+|c_1|^2)(|v_0|^2+|v_1|^2)=1
\]
then gives \(|M|^2=1\). The vanishing bracket is `hdet`, and `hu` combines it with the normalizations.

```lean
/-- For `Δ > 0` the interband element of σx has modulus one. -/
theorem dipole_element {Δ t k : ℝ} (hΔ : 0 < Δ) {v c : Fin 2 → ℂ}
    (h : IsBandPair Δ t k v c) : ‖element c pauliX v‖ ^ 2 = 1 := by
  have hc := (eigen_components h.upper).1
  have hv := (eigen_components h.lower).2
  rw [Complex.ofReal_neg] at hv
  have hne : (bandEnergy Δ t k : ℂ) + Δ ≠ 0 := by
    exact_mod_cast (add_pos (bandEnergy_pos hΔ t k) hΔ).ne'
  -- σx v is parallel to c
  have hdet : c 0 * v 0 - c 1 * v 1 = 0 := by
    apply mul_left_cancel₀ hne
    linear_combination (-v 0) * hc - c 1 * hv
  have nc : starRingEnd ℂ (c 0) * c 0 + starRingEnd ℂ (c 1) * c 1 = 1 := by
    simpa [dotProduct, Fin.sum_univ_two] using h.norm_upper
  have nv : starRingEnd ℂ (v 0) * v 0 + starRingEnd ℂ (v 1) * v 1 = 1 := by
    simpa [dotProduct, Fin.sum_univ_two] using h.norm_lower
  -- Lagrange identity
  have hu : element c pauliX v * starRingEnd ℂ (element c pauliX v) = 1 := by
    rw [element_pauliX]
    simp only [map_add, map_mul, Complex.conj_conj]
    linear_combination (starRingEnd ℂ (v 0) * v 0 + starRingEnd ℂ (v 1) * v 1) * nc + nv
      - (starRingEnd ℂ (c 0) * starRingEnd ℂ (v 0)
        - starRingEnd ℂ (c 1) * starRingEnd ℂ (v 1)) * hdet
  rw [Complex.mul_conj] at hu
  rw [Complex.sq_norm]
  exact_mod_cast hu
```

## The two amplitudes share one phase up to sign

For \(\sigma_y\) the element is \(\langle c|\sigma_y|v\rangle=i(\bar c_1v_0-\bar c_0v_1)\). Each product on the right, multiplied by \(E\), can be evaluated from the bra equation or from the ket equation. The averages of the two evaluations are
\[
E\bar c_1v_0=\Delta\bar c_1v_0+\tfrac{i\beta}{2}(\bar c_0v_0-\bar c_1v_1),
\]
\[
E\bar c_0v_1=-\Delta\bar c_0v_1+\tfrac{i\beta}{2}(\bar c_0v_0-\bar c_1v_1).
\]
Subtracting them and multiplying by \(i\) gives \(E\langle c|\sigma_y|v\rangle=i\Delta M\), which is `hY` after division by \(E\). The factor \(-2t\cos k\) then yields
\[
\langle c|\tfrac{dH}{dk}|v\rangle=-i\,\frac{2t\Delta\cos k}{E}\,M .
\]

```lean
/-- For `Δ > 0` the interband element of `dH/dk` is `-i (2tΔ cos k / E)` times that of σx. -/
theorem gradient_element {Δ t k : ℝ} (hΔ : 0 < Δ) {v c : Fin 2 → ℂ}
    (h : IsBandPair Δ t k v c) : element c (bandGradient t k) v
      = -(Complex.I * ((2 * t * Δ * Real.cos k / bandEnergy Δ t k : ℝ) : ℂ))
        * element c pauliX v := by
  obtain ⟨c0, c1⟩ := eigen_components h.upper
  obtain ⟨v0, v1⟩ := eigen_components h.lower
  rw [Complex.ofReal_neg] at v0 v1
  have k0 := congrArg (starRingEnd ℂ) c0
  have k1 := congrArg (starRingEnd ℂ) c1
  simp only [map_add, map_mul, map_neg, Complex.conj_ofReal, Complex.conj_I] at k0 k1
  have hE : (bandEnergy Δ t k : ℂ) ≠ 0 := by exact_mod_cast (bandEnergy_pos hΔ t k).ne'
  have hy : element c pauliY v
      = Complex.I * (starRingEnd ℂ (c 1) * v 0 - starRingEnd ℂ (c 0) * v 1) := by
    simp [element, pauliY, Matrix.mulVec, dotProduct, Fin.sum_univ_two]
    ring
  -- average the eigenvalue equations of the bra and of the ket
  have hY : element c pauliY v
      = Complex.I * Δ / bandEnergy Δ t k * element c pauliX v := by
    rw [div_mul_eq_mul_div, eq_div_iff hE, hy, element_pauliX]
    linear_combination (Complex.I / 2) * (v 1 * k0 - v 0 * k1
      + starRingEnd ℂ (c 1) * v0 - starRingEnd ℂ (c 0) * v1)
  have hg : element c (bandGradient t k) v
      = -((2 * t * Real.cos k : ℝ) : ℂ) * element c pauliY v := by
    simp only [element, bandGradient, Matrix.smul_mulVec, dotProduct_smul, smul_eq_mul]
  rw [hg, hY]
  push_cast
  ring
```

The energies of \(v\) and \(c\) differ by \(2E\), so the commutator identity with \(X=d\sigma_x\) contributes \(2idE\,M\). The sum is
\[
\langle c|\tfrac{dH}{dk}+i[H,d\sigma_x]|v\rangle=i\Big(2dE-\frac{2t\Delta\cos k}{E}\Big)M .
\]

```lean
/-- For `Δ > 0` the interband element of the full velocity is
`i (2dE - 2tΔ cos k / E)` times that of σx. -/
theorem velocity_element {Δ t k : ℝ} (hΔ : 0 < Δ) (d : ℝ) {v c : Fin 2 → ℂ}
    (h : IsBandPair Δ t k v c) : element c (velocity Δ t d k) v
      = Complex.I * ((2 * d * bandEnergy Δ t k
          - 2 * t * Δ * Real.cos k / bandEnergy Δ t k : ℝ) : ℂ) * element c pauliX v := by
  have hadd : ∀ A B : Matrix (Fin 2) (Fin 2) ℂ,
      element c (A + B) v = element c A v + element c B v := fun A B => by
    simp only [element, Matrix.add_mulVec, dotProduct_add]
  have hd : element c ((d : ℂ) • pauliX) v = d * element c pauliX v := by
    simp only [element, Matrix.smul_mulVec, dotProduct_smul, smul_eq_mul]
  rw [velocity, hadd, element_commutator (hamiltonian_isHermitian Δ t k) h.lower h.upper,
    hd, gradient_element hΔ h]
  push_cast
  ring
```

Both amplitudes are a real number times \(\pm iM\), and \(|M|=1\). Their squared moduli are therefore the squares of the real numbers, whatever phases the eigenstates carry.

```lean
/-- For `Δ > 0` the squared interband elements of `dH/dk` and of `dH/dk + i[H, d σx]` are
`(2tΔ cos k / E)²` and `(2dE - 2tΔ cos k / E)²`. -/
theorem interband_strengths {Δ t k : ℝ} (hΔ : 0 < Δ) (d : ℝ) {v c : Fin 2 → ℂ}
    (h : IsBandPair Δ t k v c) :
    ‖element c (bandGradient t k) v‖ ^ 2
      = (2 * t * Δ * Real.cos k / bandEnergy Δ t k) ^ 2 ∧
    ‖element c (velocity Δ t d k) v‖ ^ 2
      = (2 * d * bandEnergy Δ t k - 2 * t * Δ * Real.cos k / bandEnergy Δ t k) ^ 2 := by
  constructor
  · rw [gradient_element hΔ h, norm_mul, mul_pow, dipole_element hΔ h, mul_one, norm_neg,
      norm_mul, Complex.norm_I, one_mul, Complex.norm_real, Real.norm_eq_abs, sq_abs]
  · rw [velocity_element hΔ d h, norm_mul, mul_pow, dipole_element hΔ h, mul_one,
      norm_mul, Complex.norm_I, one_mul, Complex.norm_real, Real.norm_eq_abs, sq_abs]
```

## Separated atoms and dark transitions

At \(t=0\) the band energy is \(E=\Delta\). The band gradient gives 0, while the full velocity gives \((2d\Delta)^2=4d^2\Delta^2\), the strength of the atomic transition.

```lean
/-- Without hopping and for `Δ > 0`, the squared interband element of `dH/dk` is zero and
that of the full velocity is `4d²Δ²`. -/
theorem atomic_limit {Δ k : ℝ} (hΔ : 0 < Δ) (d : ℝ) {v c : Fin 2 → ℂ}
    (h : IsBandPair Δ 0 k v c) :
    ‖element c (bandGradient 0 k) v‖ ^ 2 = 0 ∧
    ‖element c (velocity Δ 0 d k) v‖ ^ 2 = 4 * d ^ 2 * Δ ^ 2 := by
  have hE : bandEnergy Δ 0 k = Δ := by simp [bandEnergy, Real.sqrt_sq hΔ.le]
  obtain ⟨h1, h2⟩ := interband_strengths hΔ d h
  rw [hE] at h1 h2
  exact ⟨by rw [h1]; ring, by rw [h2]; ring⟩
```

With hopping present, the two contributions can cancel. Since
\[
2dE-\frac{2t\Delta\cos k}{E}=\frac{2(dE^2-t\Delta\cos k)}{E},
\]
the full element vanishes exactly when \(dE^2=t\Delta\cos k\). The condition is even in \(k\), so the transition at \(-k\) is then dark as well. For \(d\neq0\), however, absorption at the photon energy \(2E\) does not vanish: the transition at \(\pi-k\) has the same energy, but there \(\cos k\) changes sign, the two contributions add, and the element has modulus \(4|d|E\). In the proof, `key` is this common-denominator form.

```lean
/-- For `Δ > 0` the interband element of the full velocity vanishes exactly when
`d E² = t Δ cos k`. -/
theorem dark_transition_iff {Δ t k : ℝ} (hΔ : 0 < Δ) (d : ℝ) {v c : Fin 2 → ℂ}
    (h : IsBandPair Δ t k v c) :
    element c (velocity Δ t d k) v = 0 ↔
      d * bandEnergy Δ t k ^ 2 = t * Δ * Real.cos k := by
  have hE := (bandEnergy_pos hΔ t k).ne'
  have key : 2 * d * bandEnergy Δ t k - 2 * t * Δ * Real.cos k / bandEnergy Δ t k
      = 2 * (d * bandEnergy Δ t k ^ 2 - t * Δ * Real.cos k) / bandEnergy Δ t k := by
    rw [eq_div_iff hE, sub_mul, div_mul_cancel₀ _ hE]
    ring
  rw [← norm_eq_zero, ← pow_eq_zero_iff two_ne_zero, (interband_strengths hΔ d h).2, key,
    pow_eq_zero_iff two_ne_zero, div_eq_zero_iff]
  constructor
  · rintro (h0 | h0)
    · linarith
    · exact absurd h0 hE
  · intro h0
    left
    linarith
```

## Explicit Bloch states

The results above concern any pair satisfying `IsBandPair`. Such a pair exists at every \(k\):
\[
v=\frac1N\begin{pmatrix}\Delta+E\\ i\beta\end{pmatrix},\qquad
c=\frac1N\begin{pmatrix}i\beta\\ \Delta+E\end{pmatrix},\qquad N=\sqrt{2E(E+\Delta)} .
\]
From \(\beta^2=(E-\Delta)(E+\Delta)\) follow the eigenvalue equations, and also the norm, because \((\Delta+E)^2+\beta^2=2E(E+\Delta)=N^2\). The proof records these real relations as `h1`, `h2` and `h3`; its inner `key` derives the four conditions on the complex vectors from them.

```lean
/-- For `Δ > 0` the vectors `(Δ + E, 2it sin k)/N` and `(2it sin k, Δ + E)/N` with
`N = √(2E(E + Δ))` are normalized lower and upper eigenstates of `H(k)`. -/
theorem isBandPair_witness {Δ : ℝ} (hΔ : 0 < Δ) (t k : ℝ) :
    let E := bandEnergy Δ t k
    let N := √(2 * E * (E + Δ))
    IsBandPair Δ t k
      ![(((Δ + E) / N : ℝ) : ℂ), ((2 * t * Real.sin k / N : ℝ) : ℂ) * Complex.I]
      ![((2 * t * Real.sin k / N : ℝ) : ℂ) * Complex.I, (((Δ + E) / N : ℝ) : ℂ)] := by
  intro E N
  have hEpos : 0 < E := bandEnergy_pos hΔ t k
  have hE : E ^ 2 = Δ ^ 2 + 4 * t ^ 2 * Real.sin k ^ 2 := Real.sq_sqrt (by positivity)
  have hN : N ^ 2 = 2 * E * (E + Δ) := Real.sq_sqrt (by positivity)
  have hN0 : N ^ 2 ≠ 0 := by rw [hN]; positivity
  -- the three real relations between the amplitudes
  have h1 : 2 * t * Real.sin k * (2 * t * Real.sin k / N) = (E - Δ) * ((Δ + E) / N) := by
    linear_combination (-(1 / N)) * hE
  have h2 : (E + Δ) * (2 * t * Real.sin k / N) = 2 * t * Real.sin k * ((Δ + E) / N) := by
    ring
  have h3 : ((Δ + E) / N) ^ 2 + (2 * t * Real.sin k / N) ^ 2 = 1 := by
    rw [div_pow, div_pow, ← add_div, div_eq_iff hN0, hN]
    linear_combination -hE
  have key : ∀ b e p q : ℝ, b * q = (e - Δ) * p → (e + Δ) * q = b * p →
      p ^ 2 + q ^ 2 = 1 →
      ((-(Δ : ℂ)) • pauliZ - (b : ℂ) • pauliY) *ᵥ ![(p : ℂ), (q : ℂ) * Complex.I]
        = ((-e : ℝ) : ℂ) • ![(p : ℂ), (q : ℂ) * Complex.I] ∧
      ((-(Δ : ℂ)) • pauliZ - (b : ℂ) • pauliY) *ᵥ ![(q : ℂ) * Complex.I, (p : ℂ)]
        = (e : ℂ) • ![(q : ℂ) * Complex.I, (p : ℂ)] ∧
      star ![(p : ℂ), (q : ℂ) * Complex.I] ⬝ᵥ ![(p : ℂ), (q : ℂ) * Complex.I] = 1 ∧
      star ![(q : ℂ) * Complex.I, (p : ℂ)] ⬝ᵥ ![(q : ℂ) * Complex.I, (p : ℂ)] = 1 := by
    intro b e p q g1 g2 g3
    refine ⟨?_, ?_, ?_, ?_⟩
    · ext i
      fin_cases i <;> simp [pauliY, pauliZ, Matrix.mulVec, dotProduct, Fin.sum_univ_two,
        Complex.ext_iff] <;> linarith
    · ext i
      fin_cases i <;> simp [pauliY, pauliZ, Matrix.mulVec, dotProduct, Fin.sum_univ_two,
        Complex.ext_iff] <;> linarith
    · simp [dotProduct, Fin.sum_univ_two, Complex.ext_iff]
      linarith
    · simp [dotProduct, Fin.sum_univ_two, Complex.ext_iff]
      linarith
  obtain ⟨a1, a2, a3, a4⟩ := key _ _ _ _ h1 h2 h3
  exact ⟨a1, a2, a3, a4⟩

end

end SPChainOptics
```

```lean
#print axioms SPChainOptics.hasDerivAt_hamiltonian
#print axioms SPChainOptics.velocity_element
#print axioms SPChainOptics.atomic_limit
#print axioms SPChainOptics.dark_transition_iff
```

```
'SPChainOptics.hasDerivAt_hamiltonian' depends on axioms: [propext, Classical.choice, Quot.sound]
'SPChainOptics.velocity_element' depends on axioms: [propext, Classical.choice, Quot.sound]
'SPChainOptics.atomic_limit' depends on axioms: [propext, Classical.choice, Quot.sound]
'SPChainOptics.dark_transition_iff' depends on axioms: [propext, Classical.choice, Quot.sound]
```
